# The periodic attractive delta potential has one negative-energy state at zero Bloch momentum

Place an attractive delta potential at every integer and try $u(x)=\cosh(2x-1)$ between the deltas at 0 and 1. This function satisfies $-u''=-4u$, so its energy is $-4$. It has the same value $\cosh 1$ at both ends, with slopes $-2\sinh 1$ on the left and $2\sinh 1$ on the right. Repeated periodically, it has a kink at each integer, where the slope jumps by $-4\sinh 1=-(4\tanh 1)\,u(0)$. Deltas of strength $4\tanh 1\approx 3.05$ produce exactly this jump. The problems below start from a given strength instead and find all real states of negative energy that have period 1, the spacing of the deltas.

## The model on one cell

The Hamiltonian is $H=-\frac{d^2}{dx^2}-Z\sum_n\delta(x-n)$, in units where $\hbar^2/2m=1$. At zero Bloch momentum the wave function has period 1, so the cell $[0,1]$ describes it completely.

In Lean 4 with Mathlib:

```lean
import Mathlib

open Set

namespace PeriodicDelta
```

`IsCellState Z E u v` says that $u'=v$ and $v'=-Eu$ on $[0,1]$, with one-sided derivatives at the ends, that $u(0)=u(1)$, and that $v(0)-v(1)=-Zu(0)$. The last condition is postulated. It stands for the Schrödinger equation integrated across a delta, where periodicity makes the slope just left of 0 equal to $v(1)$. The functions are real, and their values outside the cell play no role. Other Bloch momenta and the construction of $H$ as a self-adjoint operator are not treated.

```lean
/-- A real periodic solution (possibly zero) of energy `E` for delta potentials with coefficient
`-Z` at the integers, described on the cell `[0,1]` by the wave function `u` and its derivative `v`.
-/
structure IsCellState (Z E : ℝ) (u v : ℝ → ℝ) : Prop where
  deriv_eq : ∀ x ∈ Icc (0 : ℝ) 1, HasDerivWithinAt u (v x) (Icc 0 1) x
  schrodinger : ∀ x ∈ Icc (0 : ℝ) 1, HasDerivWithinAt v (-E * u x) (Icc 0 1) x
  periodic : u 0 = u 1
  cusp : v 0 - v 1 = -Z * u 0
```

The trial function is $p_k(x)=\cosh(k(x-\tfrac12))$, called `profile`. Here $k$ is a decay constant that sets the energy $-k^2$. It is not the Bloch momentum, which is zero throughout.

```lean
/-- The wave function `cosh (k (x - 1/2))`, centred in the cell. -/
noncomputable def profile (k x : ℝ) : ℝ := Real.cosh (k * (x - 1 / 2))
```

Its companion is $q_k(x)=k\sinh(k(x-\tfrac12))$, called `profileDeriv`.

```lean
/-- The function `k sinh (k (x - 1/2))`. -/
noncomputable def profileDeriv (k x : ℝ) : ℝ := k * Real.sinh (k * (x - 1 / 2))
```

## (a) Derivatives of the profile

**Task.** Show that $p_k'=q_k$ and $q_k'=k^2p_k$.

**Solution.** The inner function $k(x-\tfrac12)$ has derivative $k$. The chain rule gives $p_k'=k\sinh(k(x-\tfrac12))=q_k$ and $q_k'=k\cdot k\cosh(k(x-\tfrac12))=k^2p_k$. In the code, `h` is the derivative of the inner function.

```lean
/-- The profile has derivative `profileDeriv`, and its second derivative is `k²` times itself. -/
theorem hasDerivAt_profile (k x : ℝ) :
    HasDerivAt (profile k) (profileDeriv k x) x ∧
      HasDerivAt (profileDeriv k) (k ^ 2 * profile k x) x := by
  have h : HasDerivAt (fun y : ℝ => k * (y - 1 / 2)) k x :=
    (((hasDerivAt_id' x).sub_const (1 / 2)).const_mul k).congr_deriv (mul_one k)
  constructor
  · exact h.cosh.congr_deriv (by unfold profileDeriv; ring)
  · exact (h.sinh.const_mul k).congr_deriv (by unfold profile; ring)
```

## (b) Values at the cell ends

**Task.** Show that $p_k(0)=p_k(1)=\cosh(k/2)$ and $q_k(1)=-q_k(0)=k\sinh(k/2)$.

**Solution.** At the ends the argument $k(x-\tfrac12)$ equals $-k/2$ and $k/2$. Since cosh is even and sinh is odd, the values follow.

```lean
/-- Values of the profile and of its derivative at the two ends of the cell. -/
theorem boundary_values (k : ℝ) :
    profile k 0 = Real.cosh (k / 2) ∧ profile k 1 = Real.cosh (k / 2) ∧
      profileDeriv k 0 = -(k * Real.sinh (k / 2)) ∧
      profileDeriv k 1 = k * Real.sinh (k / 2) := by
  have h0 : k * (0 - 1 / 2) = -(k / 2) := by ring
  have h1 : k * (1 - 1 / 2) = k / 2 := by ring
  unfold profile profileDeriv
  rw [h0, h1, Real.cosh_neg, Real.sinh_neg]
  exact ⟨rfl, rfl, by ring, rfl⟩
```

## (c) A condition without a quotient

**Task.** Show that
$$2k\tanh(k/2)=Z\iff 2k\sinh(k/2)=Z\cosh(k/2).$$

**Solution.** Write $\tanh=\sinh/\cosh$ and multiply by $\cosh(k/2)$, which is positive.

```lean
/-- The quantization condition written without a quotient. -/
theorem quantization_iff (Z k : ℝ) :
    2 * k * Real.tanh (k / 2) = Z ↔
      2 * k * Real.sinh (k / 2) = Z * Real.cosh (k / 2) := by
  rw [Real.tanh_eq_sinh_div_cosh, ← mul_div_assoc, div_eq_iff (Real.cosh_pos _).ne']
```

## (d) The strength grows with the decay constant

**Task.** Show that $2k\tanh(k/2)>0$ for $k>0$, and that $2k\tanh(k/2)<2l\tanh(l/2)$ for $0<k<l$.

**Solution.** For $k>0$ both $\sinh(k/2)$ and $\cosh(k/2)$ are positive, which gives the first claim. For the second, the addition theorem gives
$$\tanh\tfrac l2-\tanh\tfrac k2=\frac{\sinh\frac{l-k}{2}}{\cosh\frac l2\cosh\frac k2}>0.$$
Multiplying this inequality between positive numbers by $2k<2l$ preserves the order. `Real.sinh_sub` is the addition theorem, and `mul_lt_mul''` does the multiplication.

```lean
/-- The strength `2k tanh (k/2)` is positive and strictly increasing for `k > 0`. -/
theorem strength_pos_and_lt {k : ℝ} (hk : 0 < k) :
    0 < 2 * k * Real.tanh (k / 2) ∧
      ∀ l, k < l → 2 * k * Real.tanh (k / 2) < 2 * l * Real.tanh (l / 2) := by
  have ht : 0 < Real.tanh (k / 2) := by
    rw [Real.tanh_eq_sinh_div_cosh]
    exact div_pos (Real.sinh_pos_iff.2 (by linarith)) (Real.cosh_pos _)
  refine ⟨by positivity, fun l hl => ?_⟩
  have hlt : Real.tanh (k / 2) < Real.tanh (l / 2) := by
    rw [Real.tanh_eq_sinh_div_cosh, Real.tanh_eq_sinh_div_cosh,
      div_lt_div_iff₀ (Real.cosh_pos _) (Real.cosh_pos _)]
    have h : 0 < Real.sinh (l / 2 - k / 2) := Real.sinh_pos_iff.2 (by linarith)
    rw [Real.sinh_sub] at h
    linarith
  exact mul_lt_mul'' (by linarith) hlt (by linarith) ht.le
```

## (e) One decay constant for each attractive strength

**Task.** For $Z>0$, show that exactly one $k>0$ satisfies $2k\tanh(k/2)=Z$.

**Solution.** Let $g(k)=2k\sinh(k/2)-Z\cosh(k/2)$, which is continuous with $g(0)=-Z<0$. Put $y=(Z+2)/2$. Then $e^{2y}\ge 1+2y\ge 3$, hence $e^y\ge 3e^{-y}$, which is the same as $2\sinh y\ge\cosh y$. Therefore
$$g(Z+2)=2(Z+2)\sinh y-Z\cosh y\ge 2\cosh y>0.$$
The intermediate value theorem gives a zero in $[0,Z+2]$. It is not 0, because $g(0)\neq0$, and by (c) it solves the equation. Two different solutions would contradict (d).

In the code, `hhalf` is the inequality $\cosh y\le2\sinh y$, and `lt_trichotomy` compares two solutions.

In a program, $[0,Z+2]$ is a bracket for bisection. For large $Z$ it is better to evaluate $2k\tanh(k/2)-Z$, which has the same sign as $g$ and avoids the overflow of cosh.

```lean
/-- For every `Z > 0` exactly one `k > 0` satisfies `2k tanh (k/2) = Z`. -/
theorem existsUnique_decay {Z : ℝ} (hZ : 0 < Z) :
    ∃! k : ℝ, 0 < k ∧ 2 * k * Real.tanh (k / 2) = Z := by
  let g : ℝ → ℝ := fun k => 2 * k * Real.sinh (k / 2) - Z * Real.cosh (k / 2)
  have hg : Continuous g := by
    have hs : Continuous fun k : ℝ => Real.sinh (k / 2) :=
      Real.continuous_sinh.comp (continuous_id.div_const 2)
    have hc : Continuous fun k : ℝ => Real.cosh (k / 2) :=
      Real.continuous_cosh.comp (continuous_id.div_const 2)
    exact ((continuous_const.mul continuous_id).mul hs).sub (continuous_const.mul hc)
  have g0 : g 0 = -Z := by simp [g]
  -- at k = Z + 2 the value tanh (k/2) is at least one half
  have hhalf : Real.cosh ((Z + 2) / 2) ≤ 2 * Real.sinh ((Z + 2) / 2) := by
    have he : Real.exp ((Z + 2) / 2) = Real.exp (Z + 2) * Real.exp (-((Z + 2) / 2)) := by
      rw [← Real.exp_add]
      congr 1
      ring
    have h3 : 3 ≤ Real.exp (Z + 2) := by linarith [Real.add_one_le_exp (Z + 2)]
    have hm := mul_le_mul_of_nonneg_right h3 (Real.exp_pos (-((Z + 2) / 2))).le
    rw [Real.cosh_eq, Real.sinh_eq]
    linarith
  have g1 : 0 ≤ g (Z + 2) := by
    have hm := mul_le_mul_of_nonneg_left hhalf (by linarith : (0 : ℝ) ≤ Z + 2)
    have hc := Real.cosh_pos ((Z + 2) / 2)
    change 0 ≤ 2 * (Z + 2) * Real.sinh ((Z + 2) / 2) - Z * Real.cosh ((Z + 2) / 2)
    linarith
  obtain ⟨k, hk, hgk⟩ := intermediate_value_Icc (by linarith : (0 : ℝ) ≤ Z + 2)
    hg.continuousOn (show (0 : ℝ) ∈ Icc (g 0) (g (Z + 2)) from ⟨by linarith, g1⟩)
  have hk0 : k ≠ 0 := by
    rintro rfl
    linarith
  have hkpos : 0 < k := lt_of_le_of_ne hk.1 hk0.symm
  have hkZ : 2 * k * Real.tanh (k / 2) = Z := (quantization_iff Z k).2 (sub_eq_zero.1 hgk)
  refine ⟨k, ⟨hkpos, hkZ⟩, ?_⟩
  rintro l ⟨hl, hlZ⟩
  rcases lt_trichotomy l k with h | h | h
  · linarith [(strength_pos_and_lt hl).2 k h]
  · exact h
  · linarith [(strength_pos_and_lt hkpos).2 l h]
```

## (f) When the profile is a state

**Task.** Show that $(p_k,q_k)$ is a cell state of energy $-k^2$ if and only if $2k\tanh(k/2)=Z$.

**Solution.** By (a) and (b), the differential equations and periodicity hold for every $k$. The cusp condition becomes $-2k\sinh(k/2)=-Z\cosh(k/2)$, which is (c). The code reads this equation from `h.cusp` in one direction and supplies all four conditions in the other.

```lean
/-- The cosh profile is a cell state of energy `-k²` exactly when `2k tanh (k/2) = Z`. -/
theorem profile_isCellState_iff (Z k : ℝ) :
    IsCellState Z (-k ^ 2) (profile k) (profileDeriv k) ↔
      2 * k * Real.tanh (k / 2) = Z := by
  obtain ⟨p0, p1, d0, d1⟩ := boundary_values k
  rw [quantization_iff]
  constructor
  · intro h
    have hc := h.cusp
    rw [p0, d0, d1] at hc
    linarith
  · intro h
    refine ⟨fun x _ => (hasDerivAt_profile k x).1.hasDerivWithinAt, fun x _ =>
      ((hasDerivAt_profile k x).2.congr_deriv (by ring)).hasDerivWithinAt, by rw [p0, p1], ?_⟩
    rw [p0, d0, d1]
    linarith
```

## (g) Zero derivative on the cell

**Task.** If $f'=0$ on $[0,1]$, show that $f(x)=f(0)$ there.

**Solution.** This is the mean value theorem on $[0,x]$. The Mathlib lemma `constant_of_derivWithin_zero` supplies it for one-sided derivatives.

```lean
/-- A function with zero derivative on the cell is constant there. -/
theorem const_on_cell {f : ℝ → ℝ}
    (hd : ∀ x ∈ Icc (0 : ℝ) 1, HasDerivWithinAt f 0 (Icc 0 1) x) :
    ∀ x ∈ Icc (0 : ℝ) 1, f x = f 0 :=
  constant_of_derivWithin_zero (fun x hx => (hd x hx).differentiableWithinAt)
    (fun x hx => (hd x (Ico_subset_Icc_self hx)).derivWithin
      (uniqueDiffOn_Icc zero_lt_one x (Ico_subset_Icc_self hx)))
```

## (h) The shape of an arbitrary state

**Task.** Let $(u,v)$ be a cell state of energy $-k^2$ with $k>0$. Show that
$$u(x)\cosh(k/2)=u(0)\,p_k(x)\quad\text{on }[0,1],$$
and that $u(0)\ne0$ implies $2k\tanh(k/2)=Z$.

**Solution.** Write $p=p_k$, $q=q_k$, $C=\cosh(k/2)$ and $S=\sinh(k/2)$. Define
$$W_1=vp-uq,\qquad W_2=k^2up-vq.$$
With $u'=v$, $v'=k^2u$, $p'=q$ and $q'=k^2p$,
$$W_1'=k^2up+vq-vq-k^2up=0,$$
$$W_2'=k^2vp+k^2uq-k^2uq-k^2vp=0.$$
By (g) both are constant. Equating their values at 0 and 1 gives
$$v(0)C+u(0)kS=v(1)C-u(1)kS,$$
$$k^2u(0)C+v(0)kS=k^2u(1)C-v(1)kS.$$
Since $u(0)=u(1)$, the second line gives $kS(v(0)+v(1))=0$, so $v(1)=-v(0)$. The first line then gives $v(0)C+u(0)kS=0$, which means $W_1=0$. Using this and $C^2-S^2=1$,
$$C\,W_2=k^2u(0)C^2-k^2u(0)S^2=k^2u(0).$$
On the other hand $k^2p^2-q^2=k^2$, so
$$pW_2+qW_1=u(k^2p^2-q^2)=k^2u.$$
Multiplying by $C$ gives $k^2Cu=k^2u(0)p$, and dividing by $k^2$ gives the shape.

For the second claim, the first end equation reads $(v(0)-v(1))C=-2u(0)kS$. The cusp condition turns it into $u(0)\,ZC=u(0)\,2kS$. If $u(0)\neq0$, cancel it and apply (c). The zero function shows why this is needed: it is a cell state for every $Z$ and $k$.

In the code, `w1` and `w2` state the constancy, `e1` and `e2` are the end equations, `hv` says that the slopes are opposite, and `ha` is $W_1=0$. Each `linear_combination` names the equations to be added and their factors.

```lean
/-- Every cell state of energy `-k²` is proportional to the cosh profile, and if it does not
vanish at the delta potential then `2k tanh (k/2) = Z`. -/
theorem cellState_shape {Z k : ℝ} {u v : ℝ → ℝ} (hk : 0 < k)
    (h : IsCellState Z (-k ^ 2) u v) :
    (∀ x ∈ Icc (0 : ℝ) 1, u x * Real.cosh (k / 2) = u 0 * profile k x) ∧
      (u 0 ≠ 0 → 2 * k * Real.tanh (k / 2) = Z) := by
  obtain ⟨p0, p1, d0, d1⟩ := boundary_values k
  have hp := fun x => (hasDerivAt_profile k x).1.hasDerivWithinAt (s := Icc (0 : ℝ) 1)
  have hq := fun x => (hasDerivAt_profile k x).2.hasDerivWithinAt (s := Icc (0 : ℝ) 1)
  -- two combinations of the state with the profile are constant
  have w1 : ∀ x ∈ Icc (0 : ℝ) 1, v x * profile k x - u x * profileDeriv k x
      = v 0 * profile k 0 - u 0 * profileDeriv k 0 :=
    const_on_cell (f := fun y => v y * profile k y - u y * profileDeriv k y) fun x hx =>
      (((h.schrodinger x hx).mul (hp x)).sub
        ((h.deriv_eq x hx).mul (hq x))).congr_deriv (by ring)
  have w2 : ∀ x ∈ Icc (0 : ℝ) 1, k ^ 2 * (u x * profile k x) - v x * profileDeriv k x
      = k ^ 2 * (u 0 * profile k 0) - v 0 * profileDeriv k 0 :=
    const_on_cell (f := fun y => k ^ 2 * (u y * profile k y) - v y * profileDeriv k y)
      fun x hx => ((((h.deriv_eq x hx).mul (hp x)).const_mul (k ^ 2)).sub
        ((h.schrodinger x hx).mul (hq x))).congr_deriv (by ring)
  rw [p0, d0] at w1 w2
  have e1 := w1 1 (right_mem_Icc.2 zero_le_one)
  have e2 := w2 1 (right_mem_Icc.2 zero_le_one)
  rw [p1, d1] at e1 e2
  have hper := h.periodic
  have hcusp := h.cusp
  have hS : 0 < Real.sinh (k / 2) := Real.sinh_pos_iff.2 (by linarith)
  have hC := Real.cosh_sq (k / 2)
  -- the slopes at the two ends are opposite
  have hv : v 0 + v 1 = 0 := by
    have hm : k * Real.sinh (k / 2) * (v 0 + v 1) = 0 := by
      linear_combination -e2 - k ^ 2 * Real.cosh (k / 2) * hper
    exact (mul_eq_zero.1 hm).resolve_left (mul_pos hk hS).ne'
  have ha : v 0 * Real.cosh (k / 2) + u 0 * k * Real.sinh (k / 2) = 0 := by
    linear_combination -(1 / 2) * e1 + Real.cosh (k / 2) / 2 * hv
      + k * Real.sinh (k / 2) / 2 * hper
  constructor
  · intro x hx
    have hid : k ^ 2 * profile k x ^ 2 - profileDeriv k x ^ 2 = k ^ 2 := by
      unfold profile profileDeriv
      linear_combination k ^ 2 * Real.cosh_sq (k * (x - 1 / 2))
    apply mul_left_cancel₀ (pow_pos hk 2).ne'
    linear_combination Real.cosh (k / 2) * profile k x * w2 x hx
      + Real.cosh (k / 2) * profileDeriv k x * w1 x hx
      - u x * Real.cosh (k / 2) * hid + profile k x * k ^ 2 * u 0 * hC
      + (profile k x * k * Real.sinh (k / 2) + Real.cosh (k / 2) * profileDeriv k x) * ha
  · intro hu
    rw [quantization_iff]
    apply mul_left_cancel₀ hu
    linear_combination -e1 - Real.cosh (k / 2) * hcusp + k * Real.sinh (k / 2) * hper
```

## (i) All negative-energy states for an attractive potential

**Task.** For $Z>0$, find $k>0$ with $2k\tanh(k/2)=Z$ such that $p_k$ is a cell state of energy $-k^2$ and every nonzero cell state with $E<0$ satisfies
$$E=-k^2,\qquad u=a\,p_k\ \text{ on }[0,1]\text{ for some real }a.$$

**Solution.** Take $k$ from (e); by (f) the profile is a state. For another state put $l=\sqrt{-E}$, so $E=-l^2$. If $u(0)$ were 0, (h) would make $u$ vanish on the whole cell. Hence $u(0)\ne0$, $l$ satisfies the same equation as $k$, and uniqueness gives $l=k$. The factor is $a=u(0)/\cosh(k/2)$. For a normalised state on the cell, take $a=\pm\left(\tfrac12+\tfrac{\sinh k}{2k}\right)^{-1/2}$.

Without $E<0$ the claim fails: $u=\sin(2\pi x)$ vanishes at the deltas and is a cell state of energy $4\pi^2$ for every $Z$.

In the theorem names here and in (j), `bound_state` means a state of negative energy. Continued periodically over the whole line, such a state is not square-integrable, so it is not a bound state in the usual sense.

For this one-electron, one-dimensional model, $-k^2$ is an exact reference energy for a plane-wave calculation at zero Bloch momentum, where the cusp makes the expansion converge slowly.

```lean
/-- For `Z > 0` the cosh profile with `2k tanh (k/2) = Z` is a cell state of energy `-k²`, and every
cell state of negative energy that is not zero on the cell has this energy and is a multiple of the
profile there. -/
theorem unique_bound_state {Z : ℝ} (hZ : 0 < Z) :
    ∃ k : ℝ, 0 < k ∧ 2 * k * Real.tanh (k / 2) = Z ∧
      IsCellState Z (-k ^ 2) (profile k) (profileDeriv k) ∧
      ∀ E < 0, ∀ u v : ℝ → ℝ, IsCellState Z E u v → (∃ x ∈ Icc (0 : ℝ) 1, u x ≠ 0) →
        E = -k ^ 2 ∧ ∃ a : ℝ, ∀ x ∈ Icc (0 : ℝ) 1, u x = a * profile k x := by
  obtain ⟨k, ⟨hk, hkZ⟩, huniq⟩ := existsUnique_decay hZ
  refine ⟨k, hk, hkZ, (profile_isCellState_iff Z k).2 hkZ, ?_⟩
  rintro E hE u v h ⟨x, hx, hux⟩
  obtain ⟨l, hl, rfl⟩ : ∃ l : ℝ, 0 < l ∧ E = -l ^ 2 :=
    ⟨Real.sqrt (-E), Real.sqrt_pos.2 (by linarith), by
      rw [Real.sq_sqrt (by linarith)]; ring⟩
  obtain ⟨hshape, hquant⟩ := cellState_shape hl h
  have hu0 : u 0 ≠ 0 := by
    intro h0
    have hz := hshape x hx
    rw [h0, zero_mul] at hz
    exact hux ((mul_eq_zero.1 hz).resolve_right (Real.cosh_pos _).ne')
  have hlk : l = k := huniq l ⟨hl, hquant hu0⟩
  subst hlk
  refine ⟨rfl, u 0 / Real.cosh (l / 2), fun y hy => ?_⟩
  rw [div_mul_eq_mul_div, eq_div_iff (Real.cosh_pos _).ne']
  exact hshape y hy
```

## (j) The sign of the potential decides

**Task.** Show that a nonzero cell state with $E<0$ exists if and only if $Z>0$.

**Solution.** Given such a state, write $E=-l^2$ with $l>0$. As in (i), $u(0)\neq0$, so $Z=2l\tanh(l/2)$, which is positive by (d). Conversely, for $Z>0$ the profile from (i) is such a state, and it is nonzero at $x=0$.

```lean
/-- A nonzero cell state of negative energy exists if and only if `Z > 0`. -/
theorem exists_bound_state_iff (Z : ℝ) :
    (∃ E < 0, ∃ u v : ℝ → ℝ, IsCellState Z E u v ∧ ∃ x ∈ Icc (0 : ℝ) 1, u x ≠ 0) ↔
      0 < Z := by
  constructor
  · rintro ⟨E, hE, u, v, h, x, hx, hux⟩
    obtain ⟨l, hl, rfl⟩ : ∃ l : ℝ, 0 < l ∧ E = -l ^ 2 :=
      ⟨Real.sqrt (-E), Real.sqrt_pos.2 (by linarith), by
        rw [Real.sq_sqrt (by linarith)]; ring⟩
    obtain ⟨hshape, hquant⟩ := cellState_shape hl h
    have hu0 : u 0 ≠ 0 := by
      intro h0
      have hz := hshape x hx
      rw [h0, zero_mul] at hz
      exact hux ((mul_eq_zero.1 hz).resolve_right (Real.cosh_pos _).ne')
    rw [← hquant hu0]
    exact (strength_pos_and_lt hl).1
  · intro hZ
    obtain ⟨k, hk, -, hstate, -⟩ := unique_bound_state hZ
    exact ⟨-k ^ 2, by linarith [pow_pos hk 2], profile k, profileDeriv k, hstate, 0,
      left_mem_Icc.2 zero_le_one, (Real.cosh_pos _).ne'⟩

end PeriodicDelta
```

```lean
#print axioms PeriodicDelta.unique_bound_state
#print axioms PeriodicDelta.exists_bound_state_iff
```

```
'PeriodicDelta.unique_bound_state' depends on axioms: [propext, Classical.choice, Quot.sound]
'PeriodicDelta.exists_bound_state_iff' depends on axioms: [propext, Classical.choice, Quot.sound]
```
